# The mean boson number in a normalised coherent state of amplitude z is |z|²

For a single bosonic mode in the normalised coherent state of complex amplitude z, the probability of finding n bosons is p(n) = exp(−|z|²) |z|²ⁿ / n!. The declaration `coherent_mean_number` states that the series of terms n p(n) converges to |z|², for every z. The probabilities are defined directly by this formula; no state vector or number operator is constructed. The attempt drops the vanishing n = 0 term, uses the recurrence (n+1) p(n+1) = |z|² p(n), and so reduces the claim to the fact that the probabilities add up to one.

The first attempt, which Lean rejects:

```lean
import Mathlib

open Finset

namespace CoherentMeanNumber

noncomputable section

/-- Probability of finding `n` bosons in the normalised coherent state of amplitude `z`. -/
def coherentWeight (z : ℂ) (n : ℕ) : ℝ :=
  Real.exp (-‖z‖ ^ 2) * ((‖z‖ ^ 2) ^ n / (n.factorial : ℝ))

/-- The number probabilities of a coherent state add up to one. -/
theorem hasSum_coherentWeight (z : ℂ) : HasSum (coherentWeight z) 1 := by
  have h := (NormedSpace.expSeries_div_hasSum_exp (‖z‖ ^ 2)).mul_left (Real.exp (-‖z‖ ^ 2))
  rw [← Real.exp_eq_exp_ℝ, ← Real.exp_add, neg_add_cancel, Real.exp_zero] at h
  exact h

/-- The number probabilities `p(n)` of a coherent state of amplitude `z` satisfy
`p(n+1) (n+1) = |z|² p(n)`. -/
theorem coherentWeight_succ (z : ℂ) (n : ℕ) :
    coherentWeight z (n + 1) * ((n : ℝ) + 1) = ‖z‖ ^ 2 * coherentWeight z n := by
  have hf : (n.factorial : ℝ) ≠ 0 := by positivity
  have hn : (n : ℝ) + 1 ≠ 0 := by positivity
  unfold coherentWeight
  rw [Nat.factorial_succ, pow_succ]
  push_cast
  field_simp
  ring

/-- The mean boson number of a coherent state is `|z|²`. -/
theorem coherent_mean_number (z : ℂ) :
    HasSum (fun n : ℕ => coherentWeight z n * (n : ℝ)) (‖z‖ ^ 2) := by
  -- the empty state does not contribute, so the sum may start at one boson
  rw [← hasSum_nat_add_iff' 1]
  convert (hasSum_coherentWeight z).mul_left (‖z‖ ^ 2) using 1
  · funext n
    push_cast
    linear_combination coherentWeight_succ z n
  · rw [Finset.sum_range_one]
    push_cast
    ring

end

end CoherentMeanNumber
```

Lean reports:

```
Main.lean:37:4: error: Tactic `apply` failed: could not unify the conclusion of `@funext`
  ?f = ?g
with the goal
  Real.instAddCommGroup.toAddCommMonoid =
    CommRing.toNonUnitalCommRing.toNonUnitalNonAssocCommRing.toNonUnitalNonAssocSemiring.toAddCommMonoid

Note: The full type of `@funext` is
  ∀ {α : Sort ?u.35} {β : α → Sort ?u.34} {f g : (x : α) → β x}, (∀ (x : α), f x = g x) → f = g

case e'_3
z : ℂ
⊢ Real.instAddCommGroup.toAddCommMonoid =
    CommRing.toNonUnitalCommRing.toNonUnitalNonAssocCommRing.toNonUnitalNonAssocSemiring.toAddCommMonoid
Main.lean:40:8: error: Tactic `rewrite` failed: Did not find an occurrence of the pattern
  ∑ k ∈ range 1, ?f k
in the target expression
  (fun n => coherentWeight z (n + 1) * ↑(n + 1)) = fun i => ‖z‖ ^ 2 * coherentWeight z i

case e'_5
z : ℂ
⊢ (fun n => coherentWeight z (n + 1) * ↑(n + 1)) = fun i => ‖z‖ ^ 2 * coherentWeight z i
Main.lean:33:68: error: unsolved goals
case e'_6
z : ℂ
⊢ ‖z‖ ^ 2 - ∑ i ∈ range 1, coherentWeight z i * ↑i = ‖z‖ ^ 2 * 1
```

Cause. The proof has two bullets after `convert`, but `convert` leaves three goals. The first, unforeseen, asks that two additive structures on the real numbers be equal: one comes from the reals as an additive commutative group, the other from their ring structure. `funext` fails there because the goal is not an equation between functions.

The other two errors follow from this shift. The second bullet, written for the values of the sums, meets the equation between the summands, where `Finset.sum_range_one` finds no sum over `range 1` to rewrite. The equation between the values, which does contain such a sum, is left with no bullet and is reported as unsolved.

The added bullet `rfl` closes the first goal, since the two structures are equal by definition. The old bullets then meet the goals they were written for, and both work unchanged.

Lean accepts the file once it reads:

```diff
@@ -35,4 +35,5 @@
   rw [← hasSum_nat_add_iff' 1]
   convert (hasSum_coherentWeight z).mul_left (‖z‖ ^ 2) using 1
+  · rfl
   · funext n
     push_cast
```
